# A stationary three-electron determinant can have a nonzero spin-averaged core-active Fock element

Two electrons fill a core orbital $i$ and a third, spin up, sits in an active orbital $t$. Both orbitals are real and orthonormal. If the energy is stationary under rotation of $i$ with $t$, does the spin-averaged Fock element $f_{it}$ vanish? Only if $g_{ittt}$ does.

Here $h_{pq}$ is a one-electron integral, and $g_{pqrs}=(pq|rs)$ is the repulsion between the charge clouds $pq$ and $rs$ (chemists' order).

```lean
import Mathlib

open scoped InnerProductSpace

namespace CoreActiveFock

noncomputable section
```

Below, `def` introduces an object, while `theorem` states a claim whose proof follows `:=`. The bracket `⟪x, y⟫_ℝ` is the overlap of two real orbitals.

```lean
/-- One- and two-electron integrals over real orbitals: `h p q` is the one-electron integral
and `g p q r s` is the repulsion (pq|rs) of the charge clouds pq and rs. -/
structure Integrals (V : Type*) [AddCommGroup V] [Module ℝ V] where
  h : V → V → ℝ
  g : V → V → V → V → ℝ
  h_lin : ∀ (a b : ℝ) (p p' q : V), h (a • p + b • p') q = a * h p q + b * h p' q
  h_symm : ∀ p q, h p q = h q p
  g_lin : ∀ (a b : ℝ) (p p' q r s : V),
    g (a • p + b • p') q r s = a * g p q r s + b * g p' q r s
  g_swap : ∀ p q r s, g p q r s = g q p r s
  g_pair : ∀ p q r s, g p q r s = g r s p q
```

Orbitals are vectors in a real space `V` of any dimension. `Integrals` bundles $h$ and $g$ with the properties of integrals over real orbitals: linearity in the first slot, $h_{pq}=h_{qp}$, $g_{pqrs}=g_{qprs}$ and $g_{pqrs}=g_{rspq}$. No particular interaction is specified.

```lean
variable {V : Type*} [AddCommGroup V] [Module ℝ V]

/-- Spatial parts of the three occupied spin orbitals: i, i and t. -/
def orb (i t : V) : Fin 3 → V := ![i, i, t]
```

`Fin 3` labels the occupied spin orbitals 0, 1, 2, with spatial parts $i,i,t$.

```lean
/-- Spins of the three occupied spin orbitals: up, down and up (`true` is up). -/
def spin : Fin 3 → Bool := ![true, false, true]
```

Their spins are up, down, up.

## Rotating the core and active orbitals

```lean
/-- The core orbital i after rotation with t by the angle θ. -/
def rotCore (i t : V) (θ : ℝ) : V := Real.cos θ • i + Real.sin θ • t
```

With $c=\cos\theta$ and $s=\sin\theta$, the new core orbital is $i'=ci+st$.

```lean
/-- The active orbital t after rotation with i by the angle θ. -/
def rotActive (i t : V) (θ : ℝ) : V := (-Real.sin θ) • i + Real.cos θ • t
```

The new active orbital is $t'=-si+ct$.

```lean
/-- Rotation keeps a pair of orthonormal orbitals orthonormal. -/
theorem rotation_orthonormal {W : Type*} [NormedAddCommGroup W] [InnerProductSpace ℝ W]
    (i t : W) (θ : ℝ) (hi : ⟪i, i⟫_ℝ = 1) (ht : ⟪t, t⟫_ℝ = 1) (hit : ⟪i, t⟫_ℝ = 0) :
    ⟪rotCore i t θ, rotCore i t θ⟫_ℝ = 1 ∧ ⟪rotActive i t θ, rotActive i t θ⟫_ℝ = 1 ∧
      ⟪rotCore i t θ, rotActive i t θ⟫_ℝ = 0 := by
  have hti : ⟪t, i⟫_ℝ = 0 := by rw [real_inner_comm]; exact hit
  simp only [rotCore, rotActive, inner_add_left, inner_add_right, real_inner_smul_left,
    real_inner_smul_right, hi, ht, hit, hti]
  refine ⟨?_, ?_, ?_⟩
  · linear_combination Real.sin_sq_add_cos_sq θ
  · linear_combination Real.sin_sq_add_cos_sq θ
  · ring
```

Orthonormality survives: $\langle i'|i'\rangle=\langle t'|t'\rangle=c^2+s^2=1$ and $\langle i'|t'\rangle=-cs+sc=0$. The tactic `linear_combination` checks that an equation follows from known ones with the stated coefficients. The energy expression below therefore keeps its meaning at every angle.

## Energy and Fock element

```lean
namespace Integrals

variable (I : Integrals V) (i t : V)

/-- Slater-Condon energy of the determinant i↑ i↓ t↑ with orthonormal i and t: one-electron
terms, Coulomb repulsion, and exchange between equal spins. -/
def energy : ℝ :=
  ∑ a, I.h (orb i t a) (orb i t a) + 1 / 2 * ∑ a, ∑ b,
    (I.g (orb i t a) (orb i t a) (orb i t b) (orb i t b) -
      if spin a = spin b then I.g (orb i t a) (orb i t b) (orb i t a) (orb i t b) else 0)
```

This is the Slater-Condon sum, with exchange only between equal spins. It is taken as the definition of the energy; its equality with the expectation value of the many-electron Hamiltonian is the step supplied by textbook theory.

```lean
/-- Fock matrix element between x and y for an electron of spin σ in the field of i↑ i↓ t↑. -/
def fock (σ : Bool) (x y : V) : ℝ :=
  I.h x y + ∑ b, (I.g x y (orb i t b) (orb i t b) -
    if σ = spin b then I.g x (orb i t b) y (orb i t b) else 0)
```

The Fock element for spin $\sigma$ contains Coulomb repulsion from all three electrons and exchange with those of spin $\sigma$.

```lean
/-- The core-active element of the spin-averaged Fock matrix. -/
def avgFock : ℝ := (I.fock i t true i t + I.fock i t false i t) / 2
```

`avgFock` is $f_{it}=(f^\uparrow_{it}+f^\downarrow_{it})/2$.

```lean
/-- The energy as a function of the rotation angle between i and t. -/
def rotatedEnergy (θ : ℝ) : ℝ := I.energy (rotCore i t θ) (rotActive i t θ)
```

`rotatedEnergy` is $E(\theta)$, the energy of the determinant built from $i'$ and $t'$.

```lean
/-- The energy of i↑ i↓ t↑ in terms of one-electron, Coulomb and exchange integrals. -/
theorem energy_eq : I.energy i t =
    2 * I.h i i + I.h t t + I.g i i i i + 2 * I.g i i t t - I.g i t i t := by
  have e1 := I.g_pair t t i i
  have e2 : I.g t i t i = I.g i t i t := by
    rw [I.g_swap t i t i, I.g_pair i t t i, I.g_swap t i i t]
  simp [energy, orb, spin, Fin.sum_univ_three]
  linear_combination e1 - e2 / 2
```

By hand, the self-interaction terms cancel. The pair $i{\uparrow}i{\downarrow}$ gives $g_{iiii}$, $i{\uparrow}t{\uparrow}$ gives $g_{iitt}-g_{itit}$, and $i{\downarrow}t{\uparrow}$ gives $g_{iitt}$. Hence
$$E=2h_{ii}+h_{tt}+g_{iiii}+2g_{iitt}-g_{itit}.$$
In the proof, `simp` writes out the sums, and `e1` and `e2` identify integrals equal by symmetry.

```lean
/-- The spin-averaged core-active Fock element is h_it + g_iiit + g_ittt/2. -/
theorem avgFock_eq : I.avgFock i t = I.h i t + I.g i i i t + I.g i t t t / 2 := by
  have e1 := I.g_pair i t i i
  have e2 : I.g i i t i = I.g i i i t := by
    rw [I.g_pair i i t i, I.g_swap t i i i, I.g_pair i t i i]
  simp [avgFock, fock, orb, spin, Fin.sum_univ_three]
  linear_combination 2 * e1 - e2
```

The Coulomb part is $2g_{iiit}+g_{ittt}$ for either spin. Exchange removes $g_{iiit}+g_{ittt}$ for spin up and $g_{iiit}$ for spin down:
$$f^\uparrow_{it}=h_{it}+g_{iiit},\qquad f^\downarrow_{it}=h_{it}+g_{iiit}+g_{ittt}.$$
Their mean is $h_{it}+g_{iiit}+\tfrac12 g_{ittt}$. The proof has the same structure as the previous one.

## The energy at every angle

```lean
/-- Rotating i and t by θ changes the energy by a fixed multiple of sin²θ plus a fixed multiple of
sinθ cosθ. -/
theorem rotatedEnergy_eq (θ : ℝ) : I.rotatedEnergy i t θ =
    I.energy i t + (I.h t t - I.h i i + I.g t t t t - I.g i i i i) * Real.sin θ ^ 2 +
      2 * (I.h i t + I.g i i i t + I.g i t t t) * (Real.sin θ * Real.cos θ) := by
  -- linearity in the remaining slots follows from the permutation symmetries
  have hl (a b : ℝ) (p q q' : V) : I.h p (a • q + b • q') = a * I.h p q + b * I.h p q' := by
    rw [I.h_symm p _, I.h_lin, I.h_symm q p, I.h_symm q' p]
  have l2 (a b : ℝ) (p q q' r s : V) :
      I.g p (a • q + b • q') r s = a * I.g p q r s + b * I.g p q' r s := by
    rw [I.g_swap p _ r s, I.g_lin, I.g_swap q p r s, I.g_swap q' p r s]
  have l3 (a b : ℝ) (p q r r' s : V) :
      I.g p q (a • r + b • r') s = a * I.g p q r s + b * I.g p q r' s := by
    rw [I.g_pair p q _ s, I.g_lin, I.g_pair r s p q, I.g_pair r' s p q]
  have l4 (a b : ℝ) (p q r s s' : V) :
      I.g p q r (a • s + b • s') = a * I.g p q r s + b * I.g p q r s' := by
    rw [I.g_pair p q r _, l2, I.g_pair r s p q, I.g_pair r s' p q]
  -- bring every integral to one representative
  have s1 (x y : V) : I.g t i x y = I.g i t x y := I.g_swap t i x y
  have s2 (x y : V) : I.g x y t i = I.g x y i t := by
    rw [I.g_pair x y t i, s1, I.g_pair i t x y]
  have s3 := I.g_pair i t i i
  have s4 := I.g_pair t t i i
  have s5 := I.g_pair t t i t
  have s6 := I.h_symm t i
  simp only [rotatedEnergy, rotCore, rotActive, energy_eq, I.h_lin, hl, I.g_lin, l2, l3, l4]
  simp only [s1, s2, s3, s4, s5, s6]
  -- the quartic terms collapse by sin² + cos² = 1
  linear_combination (2 * I.h i i + I.h t t + I.g i i i i * (Real.cos θ ^ 2 + 1) +
    I.g t t t t * Real.sin θ ^ 2 +
    (2 * I.g i i t t - I.g i t i t) * (Real.sin θ ^ 2 + Real.cos θ ^ 2 + 1) +
    2 * Real.sin θ * Real.cos θ * (I.g i i i t + I.g i t t t)) * Real.sin_sq_add_cos_sq θ
```

The one-electron part is
$$2h_{i'i'}+h_{t't'}=2h_{ii}+h_{tt}+s^2(h_{tt}-h_{ii})+2sc\,h_{it}.$$
For the repulsion, expand the charge clouds:
$$\begin{aligned}i'i'&=c^2\,ii+2sc\,it+s^2\,tt,\\ t't'&=s^2\,ii-2sc\,it+c^2\,tt,\\ i't'&=-sc\,ii+(c^2-s^2)\,it+sc\,tt.\end{aligned}$$
Insert these into $g_{i'i'i'i'}+2g_{i'i't't'}-g_{i't'i't'}$ and collect coefficients:

| Integral | Coefficient |
|---|---|
| $g_{iiii}$ | $c^4+s^2c^2=c^2$ |
| $g_{tttt}$ | $s^4+s^2c^2=s^2$ |
| $g_{iiit}$ | $2sc^3+2s^3c=2sc$ |
| $g_{ittt}$ | $2sc^3+2s^3c=2sc$ |
| $g_{iitt}$ | $2(c^2+s^2)^2=2$ |
| $g_{itit}$ | $-4s^2c^2-(c^2-s^2)^2=-1$ |

Therefore $E(\theta)=E+A s^2+2Bsc$, with
$$A=h_{tt}-h_{ii}+g_{tttt}-g_{iiii},\qquad B=h_{it}+g_{iiit}+g_{ittt}.$$
In Lean, `hl` and `l2`–`l4` extend linearity to the other slots, `s1`–`s6` merge equal integrals, and the last step uses $s^2+c^2=1$.

```lean
/-- The orbital gradient at angle zero is 2 (h_it + g_iiit + g_ittt). -/
theorem hasDerivAt_rotatedEnergy : HasDerivAt (I.rotatedEnergy i t)
    (2 * (I.h i t + I.g i i i t + I.g i t t t)) 0 := by
  have h1 := Real.hasDerivAt_sin 0
  have h2 := Real.hasDerivAt_cos 0
  rw [funext (I.rotatedEnergy_eq i t)]
  refine ((((h1.fun_pow 2).const_mul _).const_add _).fun_add
    ((h1.fun_mul h2).const_mul _)).congr_deriv ?_
  simp
```

Differentiation gives $E'(\theta)=2Asc+2B(c^2-s^2)$, so $E'(0)=2B$. The proof applies the power and product rules, then evaluates at zero.

## Stationarity leaves half an exchange term

```lean
/-- The energy is stationary under rotation of i and t iff h_it + g_iiit + g_ittt = 0, and
the spin-averaged Fock element then equals -g_ittt/2. -/
theorem stationary_iff_and_avgFock :
    (HasDerivAt (I.rotatedEnergy i t) 0 0 ↔ I.h i t + I.g i i i t + I.g i t t t = 0) ∧
    (HasDerivAt (I.rotatedEnergy i t) 0 0 → I.avgFock i t = -I.g i t t t / 2) := by
  have hd := I.hasDerivAt_rotatedEnergy i t
  have key : HasDerivAt (I.rotatedEnergy i t) 0 0 →
      I.h i t + I.g i i i t + I.g i t t t = 0 := fun h => by
    have := h.unique hd
    linarith
  refine ⟨⟨key, fun h => hd.congr_deriv (by linarith)⟩, fun h => ?_⟩
  rw [avgFock_eq]
  linarith [key h]
```

In `HasDerivAt (I.rotatedEnergy i t) 0 0`, the first zero is the derivative and the second is the angle. Since $E'(0)=2B$, stationarity means $B=0$. Then
$$f_{it}=B-\tfrac12g_{ittt}=-\tfrac12g_{ittt}.$$
Lean uses uniqueness of the derivative for one direction and substitutes $B=0$ for the other.

Physically, $B=f^\downarrow_{it}$: both spin-up orbitals are occupied, so mixing them changes nothing, and only the spin-down element is forced to zero.

```lean
/-- At a stationary point the spin-averaged core-active Fock element is nonzero exactly when
g_ittt is nonzero. -/
theorem avgFock_ne_zero_iff (hs : HasDerivAt (I.rotatedEnergy i t) 0 0) :
    I.avgFock i t ≠ 0 ↔ I.g i t t t ≠ 0 := by
  rw [(I.stationary_iff_and_avgFock i t).2 hs]
  simp
```

At a stationary point, $f_{it}\ne0$ exactly when $g_{ittt}\ne0$. For one active electron in one active orbital, a zeroth-order Hamiltonian built from the spin-averaged Fock matrix can thus retain core-active coupling after orbital optimisation.

In the limiting case where $i$ is even and $t$ odd under an inversion symmetry of the system, $h_{it}$, $g_{iiit}$ and $g_{ittt}$ all vanish. The energy is then stationary and $f_{it}=0$.

```lean
/-- Angle zero minimises the energy over all rotations of i and t iff h_it + g_iiit + g_ittt = 0 and
h_tt + g_tttt is at least h_ii + g_iiii. -/
theorem minimum_iff : (∀ θ, I.rotatedEnergy i t 0 ≤ I.rotatedEnergy i t θ) ↔
    I.h i t + I.g i i i t + I.g i t t t = 0 ∧
      0 ≤ I.h t t - I.h i i + I.g t t t t - I.g i i i i := by
  constructor
  · intro hmin
    have hloc : IsLocalMin (I.rotatedEnergy i t) 0 := Filter.Eventually.of_forall hmin
    have h0 := hloc.hasDerivAt_eq_zero (I.hasDerivAt_rotatedEnergy i t)
    -- a quarter turn exchanges the two orbitals
    have h1 := hmin (Real.pi / 2)
    simp only [rotatedEnergy_eq, Real.sin_zero, Real.cos_zero, Real.sin_pi_div_two,
      Real.cos_pi_div_two] at h1
    constructor <;> linarith
  · rintro ⟨hB, hA⟩ θ
    have := mul_nonneg hA (sq_nonneg (Real.sin θ))
    simp only [rotatedEnergy_eq, hB, Real.sin_zero]
    linarith

end Integrals
```

Angle zero is a global minimum over this rotation iff $B=0$ and $A\ge0$. A minimum has zero derivative, so $B=0$; a quarter turn gives $E(\pi/2)-E(0)=A\ge0$. Conversely, $E(\theta)-E(0)=A\sin^2\theta\ge0$. The two halves of the Lean proof make these same comparisons.

## A minimum with $f_{it}=-1/2$

```lean
/-- A two-orbital model in coordinates: h_ii = -4, h_it = -2, h_tt = -1, and every repulsion
integral over i and t equals 1. -/
def model : Integrals (ℝ × ℝ) where
  h p q := -4 * p.1 * q.1 - 2 * (p.1 * q.2 + p.2 * q.1) - p.2 * q.2
  g p q r s := (p.1 + p.2) * (q.1 + q.2) * ((r.1 + r.2) * (s.1 + s.2))
  h_lin := by
    intros
    simp only [Prod.fst_add, Prod.snd_add, Prod.smul_fst, Prod.smul_snd, smul_eq_mul]
    ring
  h_symm := by intros; ring
  g_lin := by
    intros
    simp only [Prod.fst_add, Prod.snd_add, Prod.smul_fst, Prod.smul_snd, smul_eq_mul]
    ring
  g_swap := by intros; ring
  g_pair := by intros; ring
```

Vectors in `ℝ × ℝ` hold the coefficients of $i$ and $t$. The integrals are $h_{ii}=-4$, $h_{it}=-2$, $h_{tt}=-1$, with every repulsion integral equal to 1. These are convenient numbers, not integrals of a molecule. The proofs of the required properties are polynomial identities, closed by `ring`.

```lean
/-- In the two-orbital model with i = (1,0) and t = (0,1), the energy is minimal at angle zero
and the spin-averaged core-active Fock element is -1/2. -/
theorem model_witness :
    (∀ θ, model.rotatedEnergy (1, 0) (0, 1) 0 ≤ model.rotatedEnergy (1, 0) (0, 1) θ) ∧
      model.avgFock (1, 0) (0, 1) = -1 / 2 := by
  rw [Integrals.minimum_iff, Integrals.avgFock_eq]
  norm_num [model]

end

end CoreActiveFock
```

By hand,
$$\begin{aligned}B&=-2+1+1=0,\\ A&=-1+4+1-1=3,\\ E(0)&=-8-1+1+2-1=-7.\end{aligned}$$
So $E(\theta)=-7+3\sin^2\theta$, which is minimal at $\theta=0$. The Fock elements there are $f^\uparrow_{it}=-1$ and $f^\downarrow_{it}=0$, with mean $-1/2$. Lean reduces the claim to `minimum_iff` and `avgFock_eq`, and `norm_num` does the arithmetic.

```lean
#print axioms CoreActiveFock.rotation_orthonormal
#print axioms CoreActiveFock.Integrals.avgFock_ne_zero_iff
```

```
'CoreActiveFock.rotation_orthonormal' depends on axioms: [propext, Classical.choice, Quot.sound]
'CoreActiveFock.Integrals.avgFock_ne_zero_iff' depends on axioms: [propext, Classical.choice, Quot.sound]
```
